# Natural-number weights with an integer mean have exact alias tables

A Hamiltonian given as a linear combination of unitaries has the form $H=\sum_l c_lU_l$, where $c_l\ge 0$ because signs and phases are absorbed into the $U_l$. Put $\lambda=\sum_l c_l>0$. One way to encode $H/\lambda$ as a block of a larger unitary uses an ancilla register that holds the index $l$ with probability $c_l/\lambda$. Alias sampling produces such probabilities from a uniform distribution, a table lookup and one comparison.

The conventions are as follows.

- There are $L$ indices, also called bins. They form the finite type `ι`, and $L$ is `Fintype.card ι`.
- Each bin has $M$ heights $\sigma=0,\dots,M-1$.
- The weights $n_l$ are natural numbers, and the target probability is $n_l/(LM)$.
- The tables are $\mathrm{keep}_k$, an integer threshold and not a probability, and $\mathrm{alt}_k$, an index. A uniformly drawn pair $(k,\sigma)$ outputs $k$ if $\sigma<\mathrm{keep}_k$, and $\mathrm{alt}_k$ otherwise.

The weight that the tables give to $l$ is therefore
$$w_l=\mathrm{keep}_l+\sum_{k:\,\mathrm{alt}_k=l}(M-\mathrm{keep}_k).$$

```lean
import Mathlib

open Finset

namespace AliasSampling

variable {ι : Type*} [DecidableEq ι]
```

## The weights total $LM$

Physically, this says that the coefficients have already been rounded to integer multiples of $\lambda/(LM)$, with the rounded values still adding up to $\lambda$. That rounding is the step from a real Hamiltonian to the theorems, and its error has to be estimated separately.

The derivation uses the total to find a bin to fill and a bin to fill it from. Let $s$ be a set of bins with $\sum_{l\in s}n_l=|s|M$, and induct on $s$. The empty set needs no tables. Otherwise the mean is $M$, so some $i\in s$ has $n_i\le M$. If $i$ is the only bin, then $n_i=M$, and $\mathrm{keep}_i=M$, $\mathrm{alt}_i=i$ will do. If other bins remain, their total is
$$|s|M-n_i=(|s|-1)M+(M-n_i)\ge(|s|-1)M,$$
so one of them, $j$, has $n_j\ge M$. Set $\mathrm{keep}_i=n_i$ and $\mathrm{alt}_i=j$, and replace $n_j$ by $n_j-(M-n_i)\ge 0$. The bins other than $i$ now total $(|s|-1)M$, and the induction hypothesis supplies their tables, with alternatives that avoid $i$. Hence $i$ receives only $\mathrm{keep}_i=n_i$, $j$ gets back the $M-n_i$ that was subtracted, and all other weights are unchanged.

For example, take $L=3$, $M=4$ and $n=(1,6,5)$, with total $12$.

1. Bin 1 keeps 1 and takes 3 from bin 2, which leaves $(3,5)$ on bins 2 and 3.
2. Bin 2 keeps 3 and takes 1 from bin 3, which leaves 4.
3. Bin 3 keeps 4.

So $\mathrm{keep}=(1,3,4)$ and $\mathrm{alt}=(2,3,3)$. The formula returns $w_1=1$, $w_2=3+3=6$ and $w_3=4+1=5$.

In Lean the induction runs over finite sets `s`, and the statement includes `alt k ∈ s` so that the alternatives stay among the remaining bins.

```lean
/-- Alias tables on a finite set `s` of bins: if the natural-number weights on `s` have total `M`
times the number of bins in `s`, they are reproduced exactly by some tables with `keep ≤ M` and
alternatives in `s`. -/
theorem alias_tables_on (M : ℕ) (s : Finset ι) : ∀ n : ι → ℕ, ∑ l ∈ s, n l = s.card * M →
    ∃ (keep : ι → ℕ) (alt : ι → ι), (∀ k ∈ s, keep k ≤ M ∧ alt k ∈ s) ∧
      ∀ l ∈ s, n l = keep l + ∑ k ∈ s with alt k = l, (M - keep k) := by
  induction s using Finset.strongInduction with
  | H s ih =>
    intro n hn
    rcases s.eq_empty_or_nonempty with rfl | hs
    · exact ⟨fun _ => 0, id, by simp, by simp⟩
    -- a bin `i` that is not overfull
    obtain ⟨i, hi, hiM⟩ : ∃ i ∈ s, n i ≤ M :=
      Finset.exists_le_of_sum_le (g := fun _ => M) hs (by simp [hn])
    have hsum : n i + ∑ l ∈ s.erase i, n l = s.card * M := by
      rw [Finset.add_sum_erase s n hi]; exact hn
    rw [← Finset.card_erase_add_one hi, add_mul, one_mul] at hsum
    rcases (s.erase i).eq_empty_or_nonempty with ht | ht
    · have hni : n i = M := by simpa [ht] using hsum
      have hs' : ∀ k ∈ s, k = i := by
        intro k hk
        by_contra h
        have hmem := Finset.mem_erase.2 ⟨h, hk⟩
        rw [ht] at hmem
        simp at hmem
      refine ⟨fun _ => M, id, fun k hk => ⟨le_rfl, hk⟩, fun l hl => ?_⟩
      rw [hs' l hl]
      simp [hni]
    -- another bin `j` with enough weight to fill up `i`
    obtain ⟨j, hj, hjM⟩ : ∃ j ∈ s.erase i, M ≤ n j :=
      Finset.exists_le_of_sum_le (f := fun _ => M) ht (by
        simp only [Finset.sum_const, smul_eq_mul]; linarith)
    have hji : j ≠ i := Finset.ne_of_mem_erase hj
    have hjs : j ∈ s := Finset.mem_of_mem_erase hj
    have hn' : ∑ l ∈ s.erase i, Function.update n j (n j - (M - n i)) l
        = (s.erase i).card * M := by
      have h1 := Finset.sum_update_of_mem hj n (n j)
      rw [Function.update_eq_self] at h1
      rw [Finset.sum_update_of_mem hj]
      omega
    obtain ⟨keep, alt, hk, hl⟩ := ih (s.erase i) (Finset.erase_ssubset hi) _ hn'
    refine ⟨Function.update keep i (n i), Function.update alt i j, ?_, ?_⟩
    · intro k hks
      by_cases h : k = i
      · simp [h, hiM, hjs]
      · have h2 := hk k (Finset.mem_erase.2 ⟨h, hks⟩)
        rw [Function.update_of_ne h, Function.update_of_ne h]
        exact ⟨h2.1, Finset.mem_of_mem_erase h2.2⟩
    · intro l hls
      -- separate the contribution of bin `i`
      have split : ∑ k ∈ s with Function.update alt i j k = l,
          (M - Function.update keep i (n i) k) = (if j = l then M - n i else 0)
            + ∑ k ∈ s.erase i with alt k = l, (M - keep k) := by
        rw [Finset.sum_filter, Finset.sum_filter, ← Finset.add_sum_erase s _ hi]
        congr 1
        · simp
        · refine Finset.sum_congr rfl fun k hk' => ?_
          simp [Finset.ne_of_mem_erase hk']
      rw [split]
      by_cases hli : l = i
      · have hz : ∑ k ∈ s.erase i with alt k = l, (M - keep k) = 0 := by
          apply Finset.sum_eq_zero
          intro k hk'
          rw [Finset.mem_filter] at hk'
          exact absurd (hk'.2.trans hli) (Finset.ne_of_mem_erase (hk k hk'.1).2)
        rw [hz, hli]
        simp [hji]
      · have h := hl l (Finset.mem_erase.2 ⟨hli, hls⟩)
        rw [Function.update_of_ne hli]
        by_cases hlj : l = j
        · subst hlj
          rw [Function.update_self] at h
          rw [if_pos rfl]
          omega
        · rw [Function.update_of_ne hlj] at h
          rw [if_neg (fun e => hlj e.symm)]
          omega
```

The two calls to `Finset.exists_le_of_sum_le` find $i$ and $j$ by comparing sums with a constant $M$ per bin. `Function.update` changes one entry of a table or of the weights, and `hn'` checks the new total. The equation `split` separates the contribution of bin $i$ from the rest; the cases $l=i$, $l=j$ and all others then follow as above.

The weight $w_l$ gets a name, and taking `s` to be all of `ι` gives the existence theorem: for every `n` with total $LM$ there are tables with `keep k ≤ M` whose weights equal `n`.

```lean
variable [Fintype ι]

/-- The integer weight that tables `keep ≤ M` and `alt` give to the index `l`: what bin `l` keeps,
plus what all bins with alternative `l` pass on. -/
def aliasWeight (M : ℕ) (keep : ι → ℕ) (alt : ι → ι) (l : ι) : ℕ :=
  keep l + ∑ k with alt k = l, (M - keep k)

/-- **Alias sampling.** Natural-number weights with total `M` times the number of indices are
reproduced exactly by some tables `keep ≤ M` and `alt`. -/
theorem exists_alias_tables (M : ℕ) (n : ι → ℕ) (hn : ∑ l, n l = Fintype.card ι * M) :
    ∃ (keep : ι → ℕ) (alt : ι → ι), (∀ k, keep k ≤ M) ∧
      ∀ l, n l = aliasWeight M keep alt l := by
  obtain ⟨keep, alt, hk, hl⟩ := alias_tables_on M Finset.univ n (by rw [hn, Finset.card_univ])
  exact ⟨keep, alt, fun k => (hk k (Finset.mem_univ k)).1, fun l => hl l (Finset.mem_univ l)⟩
```

With any other total there are no such tables. Each bin $k$ is the source of $\mathrm{keep}_k+(M-\mathrm{keep}_k)=M$ units, and every unit goes to exactly one index, so $\sum_l w_l=LM$. In the proof, `Finset.sum_fiberwise` collects the sum over $l$ and over the bins pointing to $l$ into a single sum over bins.

```lean
/-- Conversely, the weights given by any tables with `keep ≤ M` add up to `M` times the number of
indices. -/
theorem sum_aliasWeight {M : ℕ} {keep : ι → ℕ} (alt : ι → ι) (h : ∀ k, keep k ≤ M) :
    ∑ l, aliasWeight M keep alt l = Fintype.card ι * M := by
  simp only [aliasWeight, Finset.sum_add_distrib]
  rw [Finset.sum_fiberwise Finset.univ alt (fun k => M - keep k), ← Finset.sum_add_distrib,
    Finset.sum_congr rfl (fun k _ => Nat.add_sub_of_le (h k))]
  simp
```

## No threshold exceeds $M$

The bound $\mathrm{keep}_k\le M$ says that a threshold is at most the number of heights in a bin. The existence theorem delivers it; the results about sampling assume it.

```lean
/-- The sampling rule: from bin `k` and height `σ`, output `k` if `σ < keep k`, else `alt k`. -/
def aliasIndex (keep : ι → ℕ) (alt : ι → ι) (k : ι) (σ : ℕ) : ι :=
  if σ < keep k then k else alt k
```

In bin $k$, exactly $\mathrm{keep}_k$ heights output $k$ and the other $M-\mathrm{keep}_k$ output $\mathrm{alt}_k$. The bin therefore contributes
$$\mathrm{keep}_k\,[k=l]+(M-\mathrm{keep}_k)\,[\mathrm{alt}_k=l]$$
pairs with output $l$, where a bracket is 1 if its condition holds and 0 otherwise. Summing over $k$ gives $w_l$.

If some threshold exceeds $M$, the count fails for at least one index. Subtraction of natural numbers stops at zero, so such a bin adds $\mathrm{keep}_k>M$ to the total weight, while only $LM$ pairs exist.

```lean
/-- For `keep ≤ M`, the number of pairs (bin, height below `M`) that output `l` is the weight
of `l`. -/
theorem aliasIndex_count {M : ℕ} {keep : ι → ℕ} (alt : ι → ι) (h : ∀ k, keep k ≤ M) (l : ι) :
    (Finset.univ.filter fun p : ι × Fin M => aliasIndex keep alt p.1 p.2 = l).card
      = aliasWeight M keep alt l := by
  -- count the heights within one bin
  have row : ∀ k, ∑ σ : Fin M, (if aliasIndex keep alt k σ = l then 1 else 0)
      = (if k = l then keep k else 0) + (if alt k = l then M - keep k else 0) := by
    intro k
    obtain ⟨d, hd⟩ := Nat.exists_eq_add_of_le (h k)
    have e1 : ∀ σ ∈ Finset.range (keep k),
        (if aliasIndex keep alt k σ = l then 1 else 0) = (if k = l then 1 else 0 : ℕ) := by
      intro σ hσ
      simp only [aliasIndex, if_pos (Finset.mem_range.1 hσ)]
    have e2 : ∀ σ ∈ Finset.range d,
        (if aliasIndex keep alt k (keep k + σ) = l then 1 else 0)
          = (if alt k = l then 1 else 0 : ℕ) := by
      intro σ _
      simp [aliasIndex]
    rw [Fin.sum_univ_eq_sum_range (fun σ => if aliasIndex keep alt k σ = l then 1 else 0) M,
      hd, Finset.sum_range_add, Nat.add_sub_cancel_left, Finset.sum_congr rfl e1,
      Finset.sum_congr rfl e2]
    split_ifs <;> simp
  rw [Finset.card_filter, Fintype.sum_prod_type]
  simp only [row, Finset.sum_add_distrib]
  rw [aliasWeight, Finset.sum_filter]
  simp
```

The local statement `row` is the count within one bin. The bound enters by writing $M=\mathrm{keep}_k+d$, which splits the heights into two ranges; `e1` and `e2` evaluate the sampling rule on each. (This `d` is a number; further down, `d` labels the system basis.)

The coherent version is the state
$$|\psi\rangle=\frac{1}{\sqrt{LM}}\sum_{k,\sigma}|a(k,\sigma)\rangle\,|k,\sigma\rangle,$$
where $a(k,\sigma)$ is the output index, `aliasIndex` in Lean. The pair $(k,\sigma)$ stays behind as garbage. The state is specified by its amplitudes, without a circuit or a gate count.

```lean
/-- The coherent sampler: the uniform superposition of all `(k, σ)`, with the output index in a
register of its own. It is meant for `M > 0` and a nonempty index set; otherwise there are no pairs.
-/
noncomputable def aliasState (M : ℕ) (keep : ι → ℕ) (alt : ι → ι) : ι × (ι × Fin M) → ℂ :=
  fun x => if aliasIndex keep alt x.2.1 x.2.2 = x.1
    then ((1 / Real.sqrt (Fintype.card ι * M) : ℝ) : ℂ) else 0
```

Each pair with output $l$ contributes $1/(LM)$ to the probability of $l$, and there are $w_l$ such pairs, so this probability is $w_l/(LM)$. In the proof, `e` computes one squared amplitude and `aliasIndex_count` supplies the number of pairs. This reading needs $M>0$. The Lean statement also admits $M=0$, where there are no pairs and it reads $0=0$ through Lean's convention for division by zero.

```lean
/-- For `M > 0` and `keep ≤ M`, the probability of index `l` in the coherent sampler is its weight
divided by `M` times the number of indices. -/
theorem aliasState_prob {M : ℕ} {keep : ι → ℕ} (alt : ι → ι) (h : ∀ k, keep k ≤ M) (l : ι) :
    ∑ g, ‖aliasState M keep alt (l, g)‖ ^ 2
      = (aliasWeight M keep alt l : ℝ) / (Fintype.card ι * M) := by
  have e : ∀ g : ι × Fin M, ‖aliasState M keep alt (l, g)‖ ^ 2
      = if aliasIndex keep alt g.1 g.2 = l then 1 / (Fintype.card ι * M : ℝ) else 0 := by
    intro g
    unfold aliasState
    dsimp only
    split_ifs
    · rw [Complex.norm_real, Real.norm_eq_abs, sq_abs, div_pow, one_pow,
        Real.sq_sqrt (by positivity)]
    · simp
  simp only [e]
  rw [← Finset.sum_filter, Finset.sum_const, aliasIndex_count alt h, nsmul_eq_mul, mul_one_div]
```

## SELECT reads the index and ignores the garbage

SELECT applies $U_l$ to the system when the index register holds $l$:
$$S=\sum_l U_l\otimes|l\rangle\langle l|\otimes 1.$$
This condition is built into the definition, as a block-diagonal matrix. The type `γ` labels the garbage, and a pair in `ι × γ` is an ancilla basis state. In `ancillaBlock`, the ancilla starts in $\psi$ and is projected onto $\psi$ at the end, which leaves an operator on the system.

```lean
variable {γ d : Type*} [Fintype γ] [DecidableEq γ]

/-- SELECT: apply `U l` to the system when the index register holds `l`, whatever the garbage. -/
def select (U : ι → Matrix d d ℂ) : Matrix (d × (ι × γ)) (d × (ι × γ)) ℂ :=
  Matrix.blockDiagonal fun a => U a.1

/-- The system operator `⟨ψ|S|ψ⟩` left when the ancilla starts and ends in `ψ`. -/
noncomputable def ancillaBlock (ψ : ι × γ → ℂ) (S : Matrix (d × (ι × γ)) (d × (ι × γ)) ℂ) :
    Matrix d d ℂ :=
  Matrix.of fun i j => ∑ a, ∑ b, starRingEnd ℂ (ψ a) * S (i, a) (j, b) * ψ b
```

For ancilla basis states $a$ and $b$, the element of $S$ between them vanishes unless $a=b$. With $a=(l,g)$, where $g$ is the garbage, only the diagonal terms survive:
$$\langle\psi|S|\psi\rangle=\sum_{l,g}\overline{\psi(l,g)}\,\psi(l,g)\,U_l=\sum_l\Big(\sum_g|\psi(l,g)|^2\Big)U_l.$$
The garbage affects the block only through the index probabilities. If SELECT also changed the garbage, off-diagonal terms could contribute and this formula could fail.

```lean
/-- The block of SELECT in an ancilla state with garbage is the sum of the `U l`, weighted by the
squared amplitudes summed over the garbage. -/
theorem ancillaBlock_select (ψ : ι × γ → ℂ) (U : ι → Matrix d d ℂ) :
    ancillaBlock ψ (select U) = ∑ l, ((∑ g, ‖ψ (l, g)‖ ^ 2 : ℝ) : ℂ) • U l := by
  ext i j
  simp only [ancillaBlock, select, Matrix.of_apply, Matrix.blockDiagonal_apply,
    Matrix.sum_apply, Matrix.smul_apply, smul_eq_mul]
  -- SELECT is diagonal in the ancilla
  have inner : ∀ a : ι × γ, ∑ b, starRingEnd ℂ (ψ a) * (if a = b then U a.1 i j else 0) * ψ b
      = (‖ψ a‖ : ℂ) ^ 2 * U a.1 i j := by
    intro a
    rw [Finset.sum_eq_single a]
    · rw [if_pos rfl]
      linear_combination (U a.1 i j) * Complex.conj_mul' (ψ a)
    · intro b _ hb
      simp [Ne.symm hb]
    · simp
  simp only [inner]
  rw [Fintype.sum_prod_type]
  push_cast
  simp only [Finset.sum_mul]
```

In the proof, `inner` removes the sum over $b$, and `Fintype.sum_prod_type` separates $l$ from $g$.

Unitarity of the $U_l$ is not assumed, since the identity holds for arbitrary matrices. It matters for the physical reading: with unitary $U_l$, $S$ is unitary too and can be run as a quantum operation.

## There is at least one bin and at least one height

The last theorem assumes `Nonempty ι` and `0 < M`, which together say that there is some pair $(k,\sigma)$ to superpose. The derivation uses them in the norm:
$$\sum_{l}\frac{w_l}{LM}=\frac{LM}{LM}=1.$$
In the proof this is `div_self hpos`, where `hpos` states that $LM\ne0$. If either assumption fails, the sum over pairs is empty and the squared norm is 0. At the smallest permitted size, $L=M=1$, the only weight is 1 and the block is $U_1$.

```lean
/-- For a nonempty index set, `M > 0` and natural-number weights `n` with total `M` times the number
of indices, some alias tables give a normalised state in which the block of SELECT is the sum of the
`U l` with coefficients `n l` divided by that total. -/
theorem alias_block_encoding [Nonempty ι] {M : ℕ} (hM : 0 < M) (n : ι → ℕ)
    (hn : ∑ l, n l = Fintype.card ι * M) :
    ∃ (keep : ι → ℕ) (alt : ι → ι), (∀ k, keep k ≤ M) ∧
      ∑ x, ‖aliasState M keep alt x‖ ^ 2 = 1 ∧
      ∀ U : ι → Matrix d d ℂ, ancillaBlock (aliasState M keep alt) (select U)
        = ∑ l, (((n l : ℝ) / (Fintype.card ι * M) : ℝ) : ℂ) • U l := by
  obtain ⟨keep, alt, hk, hl⟩ := exists_alias_tables M n hn
  refine ⟨keep, alt, hk, ?_, fun U => ?_⟩
  · have hL : 0 < Fintype.card ι := Fintype.card_pos
    have hpos : (Fintype.card ι * M : ℝ) ≠ 0 := by positivity
    rw [Fintype.sum_prod_type]
    simp only [aliasState_prob alt hk]
    rw [← Finset.sum_div, ← Nat.cast_sum, sum_aliasWeight alt hk, Nat.cast_mul, div_self hpos]
  · rw [ancillaBlock_select]
    simp only [aliasState_prob alt hk, hl]

end AliasSampling
```

In words: for weights with total $LM$, there are tables for which the coherent state is normalised and, for every family `U`, the block of SELECT is
$$\langle\psi|S|\psi\rangle=\sum_l\frac{n_l}{LM}\,U_l.$$
The tables are chosen before `U`, so they depend on the coefficients alone. The proof combines the existence theorem, the index probabilities and the block formula. In the example the block is $\tfrac1{12}U_1+\tfrac12U_2+\tfrac5{12}U_3$.

For quantum simulation of electronic structure, $|\psi\rangle$ can serve as the prepared ancilla state in a block encoding of $H/\lambda$, which is exact for a finite sum whose coefficients are already $c_l=\lambda n_l/(LM)$. A unitary that prepares $|\psi\rangle$ is not constructed here.

```lean
#print axioms AliasSampling.alias_tables_on
-- 'AliasSampling.alias_tables_on' depends on axioms: [propext, Classical.choice, Quot.sound]
#print axioms AliasSampling.alias_block_encoding
-- 'AliasSampling.alias_block_encoding' depends on axioms: [propext, Classical.choice, Quot.sound]
```
